# The one-loop cusp of a charged line at Euclidean angle: closed form, sign and Coulomb pole

A charge travels along a straight line, turns sharply through a right angle, and travels on along a second straight line. A photon emitted at distance $t$ before the corner is absorbed at distance $r=st$ after it. In Euclidean space-time the squared distance between the two points is $t^2(1+s^2)$, and the massless propagator is proportional to its inverse. The integral over the ratio $s$ is elementary:

$$\int_0^\infty \frac{ds}{1+s^2}=\Big[\arctan s\Big]_0^\infty=\frac{\pi}{2}.$$

At other angles a term linear in $s$ appears. Completing the square leads back to the arctangent, except for the straight line, which is treated separately.

## The charged line with a corner

Let $\theta$ be the deflection angle, so that $\theta=0$ is the straight line and $\theta\to\pi$ is a line that turns back on itself. The squared distance is now $t^2(1+2s\cos\theta+s^2)$. Since $dr\,dt=t\,ds\,dt$, the double integral over both legs takes the form

$$\int\frac{dt}{t}\;I(\theta),\qquad I(\theta)=\int_0^\infty\frac{ds}{1+2s\cos\theta+s^2}.$$

The first factor is a logarithm of the ratio of long- and short-distance cutoffs. The formal development starts from $I(\theta)$, called `exchange θ`; the separation of the cut-off double integral into these two factors is taken from the physics.

```lean
import Mathlib

open Real Set Filter Topology MeasureTheory
open scoped InnerProductSpace

namespace EuclideanCusp

noncomputable section

/-- The one-loop exchange integral between the two legs of a cusp with deflection angle `θ`,
over the ratio `s` of the distances from the cusp; its domain is `-π < θ < π`. -/
def exchange (θ : ℝ) : ℝ := ∫ s in Ioi (0 : ℝ), 1 / (1 + 2 * s * cos θ + s ^ 2)
```

In Feynman gauge, which is used here, the currents on the two legs contribute the product of their directions, $\cos\theta$. Photons exchanged within the same leg add to the coefficient of the corner logarithm an amount independent of $\theta$. A straight line has no corner and hence no corner logarithm, which fixes that amount, for both legs together, as $-I(0)$. The cusp function is therefore

$$G(\theta)=\cos\theta\,I(\theta)-I(0).$$

Multiplied by $e^2/4\pi^2$ and by the logarithm, it is the corner's contribution to $-\ln W$, where $W$ is the vacuum average of the phase factor $\exp(ie\int A\cdot dx)$ along the path of the charge $e$. The units are $\hbar=c=1$, with Coulomb energy $e^2/4\pi R$ for two equal charges at separation $R$. In the code the function is `cuspG θ`, without the factor $e^2/4\pi^2$.

```lean
/-- The one-loop cusp function for `-π < θ < π`: the exchange between the legs, weighted by the
product `cos θ` of their directions, minus its value for the straight line. -/
def cuspG (θ : ℝ) : ℝ := cos θ * exchange θ - exchange 0
```

Continued to imaginary angle, this function multiplies the infrared logarithm for soft photons in the scattering of a charge; the theorems below concern real angles and a single exchanged photon.

## (a) A primitive for the exchange integrand

**Task.** For $\sin\theta>0$ and every real $s$, show that

$$\frac{d}{ds}\left[\frac{1}{\sin\theta}\arctan\frac{s+\cos\theta}{\sin\theta}\right]=\frac{1}{1+2s\cos\theta+s^2}.$$

**Solution.** Put $y=(s+\cos\theta)/\sin\theta$, so $dy/ds=1/\sin\theta$. The chain rule gives $1/[\sin^2\theta\,(1+y^2)]$, and

$$\sin^2\theta\,(1+y^2)=\sin^2\theta+(s+\cos\theta)^2=1+2s\cos\theta+s^2.$$

In Lean, `HasDerivAt f f' s` says that `f` has derivative `f'` at `s`. The step `h1` is $dy/ds$, while `e1` and `e` complete the square.

```lean
/-- For `sin θ > 0` the exchange integrand has the primitive
`arctan ((s + cos θ) / sin θ) / sin θ`. -/
theorem hasDerivAt_primitive {θ : ℝ} (h : 0 < sin θ) (s : ℝ) :
    HasDerivAt (fun s : ℝ => arctan ((s + cos θ) / sin θ) / sin θ)
      (1 / (1 + 2 * s * cos θ + s ^ 2)) s := by
  have h1 : HasDerivAt (fun s : ℝ => (s + cos θ) / sin θ) (1 / sin θ) s :=
    ((hasDerivAt_id' s).add_const _).div_const _
  refine (h1.arctan.div_const (sin θ)).congr_deriv ?_
  show 1 / (1 + ((s + cos θ) / sin θ) ^ 2) * (1 / sin θ) / sin θ = _
  -- complete the square in the denominator
  have e1 : sin θ ^ 2 * (1 + ((s + cos θ) / sin θ) ^ 2) = sin θ ^ 2 + (s + cos θ) ^ 2 := by
    field_simp
  have e : 1 + 2 * s * cos θ + s ^ 2 = sin θ ^ 2 * (1 + ((s + cos θ) / sin θ) ^ 2) := by
    rw [e1]
    linear_combination -(sin_sq_add_cos_sq θ)
  rw [e]
  generalize (s + cos θ) / sin θ = y
  have hy : 1 + y ^ 2 ≠ 0 := by positivity
  field_simp
```

## (b) The exchange integral between the legs

**Task.** For $0<\theta<\pi$, show that the integral converges and that

$$I(\theta)=\frac{\theta}{\sin\theta}.$$

**Solution.** The integrand is non-negative, because its denominator is $\sin^2\theta+(s+\cos\theta)^2$. The primitive tends to $\pi/(2\sin\theta)$ as $s\to\infty$, and this finite limit gives convergence. At $s=0$ the arctangent is

$$\arctan(\cot\theta)=\arctan\tan\left(\tfrac{\pi}{2}-\theta\right)=\tfrac{\pi}{2}-\theta,$$

since $\pi/2-\theta$ lies between $-\pi/2$ and $\pi/2$. Subtraction leaves $\theta/\sin\theta$.

The two limits may be merged into $\arctan(\tan\theta)$ only for $\theta<\pi/2$. For $\theta>\pi/2$ it equals $\theta-\pi$, which would make a positive integral negative.

`IntegrableOn … (Ioi 0)` states convergence on $s>0$. It is stated separately because Lean gives a divergent integral the value zero, as happens at $\theta=\pi$. In the proof, `pos` is the sign of the integrand, `lim` the upper limit, and `ht` the complementary angle at the lower limit.

```lean
/-- For `0 < θ < π` the exchange integral converges and equals `θ / sin θ`. -/
theorem exchange_eq {θ : ℝ} (h0 : 0 < θ) (hπ : θ < π) :
    IntegrableOn (fun s : ℝ => 1 / (1 + 2 * s * cos θ + s ^ 2)) (Ioi 0) ∧
      exchange θ = θ / sin θ := by
  have h : 0 < sin θ := sin_pos_of_pos_of_lt_pi h0 hπ
  have lim : Tendsto (fun s : ℝ => arctan ((s + cos θ) / sin θ) / sin θ) atTop
      (𝓝 (π / 2 / sin θ)) :=
    ((tendsto_arctan_atTop.mono_right nhdsWithin_le_nhds).comp
      ((tendsto_atTop_add_const_right _ _ tendsto_id).atTop_div_const h)).div_const _
  have pos : ∀ s ∈ Ioi (0 : ℝ), 0 ≤ 1 / (1 + 2 * s * cos θ + s ^ 2) := fun s _ =>
    one_div_nonneg.2 (by
      nlinarith [sin_sq_add_cos_sq θ, sq_nonneg (s + cos θ), sq_nonneg (sin θ)])
  refine ⟨integrableOn_Ioi_deriv_of_nonneg' (fun s _ => hasDerivAt_primitive h s) pos lim, ?_⟩
  -- the lower limit contributes the complementary angle
  have ht : tan (π / 2 - θ) = (0 + cos θ) / sin θ := by
    rw [tan_eq_sin_div_cos, sin_pi_div_two_sub, cos_pi_div_two_sub, zero_add]
  rw [exchange, integral_Ioi_of_hasDerivAt_of_nonneg'
    (fun s _ => hasDerivAt_primitive h s) pos lim, ← ht,
    arctan_tan (by linarith) (by linarith)]
  ring
```

## (c) The straight line

**Task.** Show that

$$I(0)=1.$$

**Solution.** Part (a) does not apply, since $\sin 0=0$. The denominator is now a perfect square:

$$\int_0^\infty\frac{ds}{(1+s)^2}=\left[-\frac{1}{1+s}\right]_0^\infty=1.$$

The Lean proof has the same structure as in (b), with `der` supplying the new primitive.

```lean
/-- For the straight line the exchange integral equals one. -/
theorem exchange_zero : exchange 0 = 1 := by
  have der : ∀ s ∈ Ici (0 : ℝ), HasDerivAt (fun s : ℝ => -(1 + s)⁻¹)
      (1 / (1 + 2 * s * cos 0 + s ^ 2)) s := by
    intro s hs
    have hs' : (0 : ℝ) ≤ s := hs
    have hne : 1 + s ≠ 0 := by positivity
    have h : HasDerivAt (fun s : ℝ => -(1 + s)⁻¹) (-(-1 / (1 + s) ^ 2)) s :=
      (((hasDerivAt_id' s).const_add 1).inv hne).neg
    refine h.congr_deriv ?_
    rw [cos_zero, show 1 + 2 * s * 1 + s ^ 2 = (1 + s) ^ 2 by ring]
    ring
  have pos : ∀ s ∈ Ioi (0 : ℝ), 0 ≤ 1 / (1 + 2 * s * cos 0 + s ^ 2) := by
    intro s hs
    have hs' : (0 : ℝ) < s := hs
    rw [cos_zero]
    positivity
  have lim : Tendsto (fun s : ℝ => -(1 + s)⁻¹) atTop (𝓝 (-0)) :=
    (tendsto_inv_atTop_zero.comp (tendsto_atTop_add_const_left _ _ tendsto_id)).neg
  rw [exchange, integral_Ioi_of_hasDerivAt_of_nonneg' der pos lim]
  norm_num
```

## (d) Two directions in space

**Task.** Let $u$ and $v$ be unit vectors at an angle $\theta$ with $0<\theta<\pi$. Show that

$$\int_0^\infty\frac{u\cdot v}{\|u+s\,v\|^2}\,ds=\theta\cot\theta.$$

**Solution.** Both vectors point along the direction of travel. The emission point is $-t\,u$ and the absorption point is $st\,v$, so their separation is $t(u+s\,v)$. With $\|u\|=\|v\|=1$ and $u\cdot v=\cos\theta$,

$$\|u+s\,v\|^2=1+2s\cos\theta+s^2.$$

The integral is then $\cos\theta\,I(\theta)=\theta\cos\theta/\sin\theta$.

In the theorem, `E` is any real inner product space, `⟪u, v⟫_ℝ` is the scalar product, and `InnerProductGeometry.angle u v` is $\theta$. The physical case is four-dimensional, where the massless propagator falls as the inverse squared distance. The step `hc` identifies the scalar product with the cosine, and `key` rewrites the integrand by the law of cosines.

```lean
/-- For unit directions `u`, `v` at an angle strictly between `0` and `π`, the propagator
`1 / ‖u + s v‖²` times the coupling `⟨u, v⟩` integrates over `s > 0` to angle times cotangent. -/
theorem exchange_between_lines {E : Type*} [NormedAddCommGroup E] [InnerProductSpace ℝ E]
    (u v : E) (hu : ‖u‖ = 1) (hv : ‖v‖ = 1) (h0 : 0 < InnerProductGeometry.angle u v)
    (hπ : InnerProductGeometry.angle u v < π) :
    ∫ s in Ioi (0 : ℝ), ⟪u, v⟫_ℝ / ‖u + s • v‖ ^ 2 =
      InnerProductGeometry.angle u v * Real.cot (InnerProductGeometry.angle u v) := by
  have hc : ⟪u, v⟫_ℝ = cos (InnerProductGeometry.angle u v) := by
    rw [← InnerProductGeometry.cos_angle_mul_norm_mul_norm u v, hu, hv]
    ring
  -- the law of cosines turns the distance into the exchange denominator
  have key : ∀ s : ℝ, ⟪u, v⟫_ℝ / ‖u + s • v‖ ^ 2 = cos (InnerProductGeometry.angle u v) *
      (1 / (1 + 2 * s * cos (InnerProductGeometry.angle u v) + s ^ 2)) := by
    intro s
    rw [norm_add_sq_real, real_inner_smul_right, norm_smul, mul_pow, Real.norm_eq_abs, sq_abs,
      hu, hv, hc]
    ring
  simp_rw [key]
  rw [integral_const_mul]
  change cos _ * exchange _ = _
  rw [(exchange_eq h0 hπ).2, Real.cot_eq_cos_div_sin]
  ring
```

## (e) Closed form of the cusp function

**Task.** For $0<\theta<\pi$, show that

$$G(\theta)=\theta\cot\theta-1.$$

**Solution.** Insert (b) and (c) into the definition:

$$G(\theta)=\cos\theta\,\frac{\theta}{\sin\theta}-1.$$

At the right angle the coupling vanishes, and only the straight-line subtraction remains: $G(\pi/2)=-1$.

```lean
/-- For `0 < θ < π` the cusp function is `θ cot θ - 1`. -/
theorem cuspG_eq {θ : ℝ} (h0 : 0 < θ) (hπ : θ < π) : cuspG θ = θ * Real.cot θ - 1 := by
  rw [cuspG, (exchange_eq h0 hπ).2, exchange_zero, Real.cot_eq_cos_div_sin]
  ring
```

## (f) The sign

**Task.** For $0<\theta<\pi$, show that

$$G(\theta)<0.$$

**Solution.** Since $\sin\theta>0$, it is enough to show $\theta\cos\theta<\sin\theta$. For $\theta<\pi/2$, multiply $\theta<\tan\theta$ by the positive number $\cos\theta$. For $\theta\ge\pi/2$, the left side is at most zero and the right side is positive. Division by $\sin\theta$ gives $\theta\cot\theta<1$.

The `by_cases` step makes the same split at $\pi/2$, and `lt_tan` supplies the inequality for the tangent.

```lean
/-- The cusp function is negative for `0 < θ < π`. -/
theorem cuspG_neg {θ : ℝ} (h0 : 0 < θ) (hπ : θ < π) : cuspG θ < 0 := by
  have hs : 0 < sin θ := sin_pos_of_pos_of_lt_pi h0 hπ
  have key : θ * cos θ < sin θ := by
    by_cases h : θ < π / 2
    · have hc : 0 < cos θ := cos_pos_of_mem_Ioo ⟨by linarith, h⟩
      have ht := lt_tan h0 h
      rwa [tan_eq_sin_div_cos, lt_div_iff₀ hc] at ht
    · have hc : cos θ ≤ 0 :=
        cos_nonpos_of_pi_div_two_le_of_le (not_lt.1 h) (by linarith)
      nlinarith [mul_nonneg h0.le (neg_nonneg.2 hc)]
  have h1 : θ * (cos θ / sin θ) < 1 := by
    rw [← mul_div_assoc, div_lt_one hs]
    exact key
  rw [cuspG_eq h0 hπ, Real.cot_eq_cos_div_sin]
  linarith
```

## (g) An elementary limit

**Task.** Show that

$$\lim_{t\to0^+}\frac{\sin t}{t}=1.$$

**Solution.** The ratio is the difference quotient $(\sin t-\sin 0)/t$, whose limit is the derivative of the sine at zero, $\cos 0=1$. In Lean, `𝓝[>] 0` denotes the approach to zero from above.

```lean
/-- The ratio `sin t / t` tends to one as `t` tends to zero from above. -/
theorem tendsto_sin_div : Tendsto (fun t : ℝ => sin t / t) (𝓝[>] 0) (𝓝 1) := by
  have h := (hasDerivAt_sin 0).tendsto_slope_zero_right
  simpa [div_eq_inv_mul] using h
```

## (h) Small deflection

**Task.** Show that

$$\lim_{\theta\to0^+}\frac{G(\theta)}{\theta^2}=-\frac13.$$

**Solution.** From (e),

$$\frac{G(\theta)}{\theta^2}=\frac{\theta\cos\theta-\sin\theta}{\theta^2\sin\theta}=\frac{(\theta\cos\theta-\sin\theta)/\theta^3}{\sin\theta/\theta}.$$

The denominator tends to 1 by (g). In the numerator, $\theta\cos\theta-\sin\theta$ and $\theta^3$ both vanish at zero and have derivatives $-\theta\sin\theta$ and $3\theta^2$. The ratio of derivatives is

$$\frac{-\theta\sin\theta}{3\theta^2}=-\frac13\,\frac{\sin\theta}{\theta}\longrightarrow-\frac13,$$

and L'Hôpital's rule carries this limit over to the numerator. A weak kick thus produces a logarithm whose coefficient is of second order in the deflection.

The Lean proof applies the rule on the interval $(0,1)$. Its six bullets are the two derivatives, the non-vanishing of $3t^2$, the two limits at zero, and the limit of the ratio. The step `key` then divides by $\sin\theta/\theta$.

```lean
/-- At small deflection the cusp function is quadratic: `G(θ) / θ²` tends to `-1/3` as `θ`
tends to zero from above. -/
theorem cuspG_small_angle : Tendsto (fun θ => cuspG θ / θ ^ 2) (𝓝[>] 0) (𝓝 (-1 / 3)) := by
  have h : Tendsto (fun t : ℝ => (t * cos t - sin t) / t ^ 3) (𝓝[>] 0) (𝓝 (-1 / 3)) := by
    -- L'Hôpital's rule reduces the cubic ratio to `sin t / t`
    refine HasDerivAt.lhopital_zero_right_on_Ioo (f' := fun t => -(t * sin t))
      (g' := fun t => 3 * t ^ 2) (zero_lt_one' ℝ) ?_ ?_ ?_ ?_ ?_ ?_
    · intro t _
      exact (((hasDerivAt_id' t).fun_mul (hasDerivAt_cos t)).fun_sub
        (hasDerivAt_sin t)).congr_deriv (by ring)
    · intro t _
      simpa using hasDerivAt_pow 3 t
    · intro t ht
      have := ht.1
      positivity
    · have hc : Continuous (fun t : ℝ => t * cos t - sin t) := by fun_prop
      exact (hc.tendsto' 0 0 (by simp)).mono_left nhdsWithin_le_nhds
    · have hc : Continuous (fun t : ℝ => t ^ 3) := by fun_prop
      exact (hc.tendsto' 0 0 (by simp)).mono_left nhdsWithin_le_nhds
    · have h1 := tendsto_sin_div.mul_const (-1 / 3)
      rw [one_mul] at h1
      refine h1.congr' ?_
      filter_upwards [self_mem_nhdsWithin] with t ht
      have ht' : t ≠ 0 := ne_of_gt ht
      field_simp
  have key := h.div tendsto_sin_div one_ne_zero
  rw [div_one] at key
  refine key.congr' ?_
  filter_upwards [Ioo_mem_nhdsGT pi_pos] with t ht
  have ht' : t ≠ 0 := ne_of_gt ht.1
  have hs : sin t ≠ 0 := ne_of_gt (sin_pos_of_pos_of_lt_pi ht.1 ht.2)
  show (t * cos t - sin t) / t ^ 3 / (sin t / t) = cuspG t / t ^ 2
  rw [cuspG_eq ht.1 ht.2, Real.cot_eq_cos_div_sin]
  field_simp
```

## (i) The line that turns back

**Task.** Show that

$$\lim_{\theta\to\pi^-}(\pi-\theta)\,G(\theta)=-\pi.$$

**Solution.** Use $\sin\theta=\sin(\pi-\theta)$ in (e):

$$(\pi-\theta)\,G(\theta)=\frac{\theta\cos\theta}{\sin(\pi-\theta)/(\pi-\theta)}-(\pi-\theta).$$

As $\theta\to\pi^-$, the numerator tends to $-\pi$, the denominator tends to 1 by (g), and the last term vanishes.

The pole agrees with electrostatics. Write $\delta=\pi-\theta$. Close to backtracking, the legs resemble two opposite charges whose separation at distance $r$ from the corner is about $\delta r$. Their Coulomb energy is $-e^2/(4\pi\delta r)$, and integration over $r$, which plays the part of Euclidean time, gives a logarithm in $-\ln W$ with coefficient $-e^2/(4\pi\delta)$. This is the factor $e^2/4\pi^2$ times $-\pi/\delta$.

In Lean, `h1` says that $\pi-\theta$ tends to zero through positive values, `h2` transfers (g) to that variable, and `h3` is the limit of $\theta\cos\theta$.

```lean
/-- Coulomb pole of the backtracking cusp: `(π - θ) G(θ)` tends to `-π` as `θ` tends to `π`
from below. -/
theorem cuspG_coulomb_pole : Tendsto (fun θ => (π - θ) * cuspG θ) (𝓝[<] π) (𝓝 (-π)) := by
  have hc : Continuous (fun θ : ℝ => π - θ) := by fun_prop
  have h0 : Tendsto (fun θ : ℝ => π - θ) (𝓝[<] π) (𝓝 0) :=
    (hc.tendsto' π 0 (by simp)).mono_left nhdsWithin_le_nhds
  have h1 : Tendsto (fun θ : ℝ => π - θ) (𝓝[<] π) (𝓝[>] 0) := by
    refine tendsto_nhdsWithin_iff.2 ⟨h0, ?_⟩
    filter_upwards [self_mem_nhdsWithin] with θ hθ
    have hθ' : θ < π := hθ
    show 0 < π - θ
    linarith
  have h2 : Tendsto (fun θ : ℝ => sin (π - θ) / (π - θ)) (𝓝[<] π) (𝓝 1) :=
    tendsto_sin_div.comp h1
  have hd : Continuous (fun θ : ℝ => θ * cos θ) := by fun_prop
  have h3 : Tendsto (fun θ : ℝ => θ * cos θ) (𝓝[<] π) (𝓝 (-π)) :=
    (hd.tendsto' π (-π) (by simp)).mono_left nhdsWithin_le_nhds
  have key := (h3.div h2 one_ne_zero).sub h0
  rw [div_one, sub_zero] at key
  refine key.congr' ?_
  filter_upwards [Ioo_mem_nhdsLT pi_pos] with θ hθ
  show θ * cos θ / (sin (π - θ) / (π - θ)) - (π - θ) = (π - θ) * cuspG θ
  rw [cuspG_eq hθ.1 hθ.2, Real.cot_eq_cos_div_sin, sin_pi_sub, div_div_eq_mul_div]
  ring

end

end EuclideanCusp
```

```lean
#print axioms EuclideanCusp.exchange_between_lines
#print axioms EuclideanCusp.cuspG_neg
#print axioms EuclideanCusp.cuspG_small_angle
#print axioms EuclideanCusp.cuspG_coulomb_pole
```

```
'EuclideanCusp.exchange_between_lines' depends on axioms: [propext, Classical.choice, Quot.sound]
'EuclideanCusp.cuspG_neg' depends on axioms: [propext, Classical.choice, Quot.sound]
'EuclideanCusp.cuspG_small_angle' depends on axioms: [propext, Classical.choice, Quot.sound]
'EuclideanCusp.cuspG_coulomb_pole' depends on axioms: [propext, Classical.choice, Quot.sound]
```
